# The Bargmann form on complex polynomials makes X adjoint to the derivative

For complex polynomials $p=\sum_n p_nX^n$ and $q=\sum_n q_nX^n$, the Bargmann form
$$\langle p,q\rangle=\sum_n n!\,\overline{p_n}\,q_n$$
satisfies $\langle Xp,q\rangle=\langle p,q'\rangle$, and $\langle p,p\rangle$ is real and strictly positive whenever $p\neq0$. Among forms that are conjugate-linear in the first argument and linear in the second, the Hermitian ones for which $X$ is adjoint to the derivative are exactly the real multiples of this one.

Here $X$ plays the role of the creation operator $a^\dagger$, the derivative that of the annihilation operator $a$, and the constant polynomial $1$ is the vacuum. The product rule $(Xp)'-Xp'=p$ is the commutation relation $[a,a^\dagger]=1$. For one bosonic mode, the matrix elements of any polynomial in $a$ and $a^\dagger$ between finite superpositions of number states can thus be computed by multiplying polynomials by $X$, differentiating them, and pairing coefficients with the weight $n!$.

Each assumption below comes with an example of what fails in its absence; these examples are worked by hand and are not in the Lean file.

## Finitely many quanta

A polynomial has finitely many nonzero coefficients, so it describes a state with a bounded number of quanta. By hand, this makes $\langle p,q\rangle$ a finite sum and lets every identity that is additive in $p$ be checked on monomials $aX^n$ alone, where $a$ is from now on a complex coefficient and not the annihilation operator. Two facts are needed for that:
$$\langle p+r,q\rangle=\sum_n n!\,(\overline{p_n}+\overline{r_n})\,q_n=\langle p,q\rangle+\langle r,q\rangle,\qquad \langle aX^n,q\rangle=n!\,\overline a\,q_n .$$

In Lean the states have type `ℂ[X]`, and `p.sum` runs over the nonzero coefficients of `p`; the remaining terms would vanish anyway. `conj` is complex conjugation, and `monomial n a` is $aX^n$.

```lean
import Mathlib

open Polynomial ComplexConjugate

namespace BargmannPolynomial

noncomputable section

/-- The Bargmann form `⟨p, q⟩ = ∑ n! conj(pₙ) qₙ` of two complex polynomials. -/
def bargmann (p q : ℂ[X]) : ℂ :=
  p.sum fun n a => (n.factorial : ℂ) * conj a * q.coeff n

/-- The Bargmann form is additive in its first argument. -/
theorem bargmann_add_left (p r q : ℂ[X]) :
    bargmann (p + r) q = bargmann p q + bargmann r q := by
  unfold bargmann
  apply Polynomial.sum_add_index
  · intro n
    simp
  · intro n a b
    rw [map_add]
    ring

/-- Pairing with the monomial `a Xⁿ` reads off the `n`-th coefficient, with weight
`n! conj(a)`. -/
theorem bargmann_monomial_left (n : ℕ) (a : ℂ) (q : ℂ[X]) :
    bargmann (monomial n a) q = (n.factorial : ℂ) * conj a * q.coeff n := by
  unfold bargmann
  apply Polynomial.sum_monomial_index
  simp
```

These two lemmas drive the later inductions with `Polynomial.induction_on'`, which has one case for sums and one for monomials.

For infinite series, domains enter. The series $\sum_n X^n/\big((n+1)\sqrt{n!}\big)$ has finite squared norm $\sum_n 1/(n+1)^2$, but its derivative has squared norm $\sum_n n/(n+1)^2$, which diverges. Bargmann's Hilbert space consists of entire functions with a Gaussian-weighted integral as scalar product; the theorems here concern only the polynomials, with the form defined through coefficients.

## Conjugation in the first argument

Conjugating the coefficients of $p$ follows the physicists' convention for a bra: $\langle cp,q\rangle=\overline c\,\langle p,q\rangle$ and $\langle p,cq\rangle=c\,\langle p,q\rangle$. It also gives Hermitian symmetry, the rule that exchanging two states conjugates their overlap. On monomials,
$$\overline{\langle aX^n,bX^m\rangle}=\overline{n!\,\overline a\,b\,\delta_{mn}}=m!\,\overline b\,a\,\delta_{mn}=\langle bX^m,aX^n\rangle,$$
and additivity in both arguments extends this to all polynomials.

The type `ℂ[X] →ₗ⋆[ℂ] ℂ[X] →ₗ[ℂ] ℂ` records the convention: the starred arrow is conjugate-linear, the plain one linear. `bargmannForm` packages the same function `bargmann` with proofs of additivity and scaling in each argument.

```lean
/-- The Bargmann form as a sesquilinear map, conjugate-linear in the first argument and
linear in the second. -/
def bargmannForm : ℂ[X] →ₗ⋆[ℂ] ℂ[X] →ₗ[ℂ] ℂ :=
  LinearMap.mk₂'ₛₗ (starRingEnd ℂ) (RingHom.id ℂ) bargmann
    bargmann_add_left
    (by
      intro c p q
      induction p using Polynomial.induction_on' with
      | add p r hp hr =>
        rw [smul_add, bargmann_add_left, hp, hr, bargmann_add_left, smul_add]
      | monomial n a =>
        rw [smul_monomial, bargmann_monomial_left, bargmann_monomial_left,
          smul_eq_mul, smul_eq_mul, map_mul]
        ring)
    (by
      intro p q r
      simp only [bargmann, Polynomial.sum_def, coeff_add, mul_add, Finset.sum_add_distrib])
    (by
      intro c p q
      simp only [bargmann, Polynomial.sum_def, coeff_smul, smul_eq_mul, RingHom.id_apply,
        Finset.mul_sum]
      refine Finset.sum_congr rfl fun n _ => ?_
      ring)

/-- The Bargmann form is Hermitian: exchanging its arguments conjugates its value. -/
theorem bargmann_conj_symm (p q : ℂ[X]) : conj (bargmann p q) = bargmann q p := by
  have add_right : ∀ s t u : ℂ[X], bargmann s (t + u) = bargmann s t + bargmann s u :=
    fun s t u => (bargmannForm s).map_add t u
  induction p using Polynomial.induction_on' with
  | add p r hp hr => rw [bargmann_add_left, map_add, hp, hr, add_right]
  | monomial n a =>
    induction q using Polynomial.induction_on' with
    | add q r hq hr => rw [add_right, map_add, hq, hr, bargmann_add_left]
    | monomial m b =>
      rw [bargmann_monomial_left, bargmann_monomial_left, coeff_monomial, coeff_monomial]
      by_cases h : m = n
      · subst h
        simp only [if_true, map_mul, Complex.conj_conj, map_natCast]
        ring
      · have h' : ¬ n = m := fun e => h e.symm
        simp [h, h']
```

The proof of `bargmann_conj_symm` reduces first `p` and then `q` to monomials, and separates equal from unequal exponents, as the Kronecker delta does above.

Without the conjugation, $\sum_n n!\,p_nq_n$ would still make $X$ adjoint to the derivative, but positivity would fail: $1+iX$ paired with itself would give $1+i^2=0$. The Bargmann form gives $2$.

## The weight n!

The factorial is the squared norm of $X^n$, the unnormalised state with $n$ quanta. It is what makes the adjoint relation hold. Since $(Xp)_0=0$, $(Xp)_{n+1}=p_n$ and $(q')_n=(n+1)q_{n+1}$,
$$\langle Xp,q\rangle=\sum_n (n+1)!\,\overline{p_n}\,q_{n+1}=\sum_n n!\,\overline{p_n}\,(n+1)q_{n+1}=\langle p,q'\rangle .$$

```lean
/-- Multiplication by `X` is adjoint to the derivative: `⟨X p, q⟩ = ⟨p, q'⟩`. -/
theorem creation_adjoint_annihilation (p q : ℂ[X]) :
    bargmann (X * p) q = bargmann p (derivative q) := by
  induction p using Polynomial.induction_on' with
  | add p r hp hr => rw [mul_add, bargmann_add_left, hp, hr, bargmann_add_left]
  | monomial n a =>
    -- the weights match because (n + 1)! = (n + 1) n!
    rw [X_mul_monomial, bargmann_monomial_left, bargmann_monomial_left, coeff_derivative,
      Nat.factorial_succ]
    push_cast
    ring
```

Lean does this calculation for a single monomial. `coeff_derivative` supplies the factor $n+1$ from the derivative, `Nat.factorial_succ` the one from the weight, and `ring` matches them.

With all weights equal to $1$, the relation fails at $p=X$, $q=X^2$: the left side is $1$ and the right side is $2$.

## A nonzero state

The condition $p\neq0$ says that there is a state to normalise. By hand,
$$\langle p,p\rangle=\sum_n n!\,\overline{p_n}\,p_n=\sum_n n!\,|p_n|^2 ,$$
a sum of nonnegative real terms, of which at least one is positive when $p\neq0$.

```lean
/-- The form of a polynomial with itself is the real number `∑ n! |pₙ|²`. -/
theorem bargmann_self (p : ℂ[X]) :
    bargmann p p =
      ((∑ n ∈ p.support, (n.factorial : ℝ) * ‖p.coeff n‖ ^ 2 : ℝ) : ℂ) := by
  unfold bargmann
  rw [Polynomial.sum_def]
  push_cast
  refine Finset.sum_congr rfl fun n _ => ?_
  rw [mul_assoc, Complex.conj_mul']

/-- For every nonzero polynomial, `⟨p, p⟩` is real and strictly positive. -/
theorem bargmann_self_pos (p : ℂ[X]) (hp : p ≠ 0) :
    0 < (bargmann p p).re ∧ (bargmann p p).im = 0 := by
  rw [bargmann_self]
  refine ⟨?_, Complex.ofReal_im _⟩
  rw [Complex.ofReal_re]
  apply Finset.sum_pos
  · intro n hn
    have h1 : 0 < ‖p.coeff n‖ := norm_pos_iff.mpr (mem_support_iff.mp hn)
    have h2 : (0 : ℝ) < n.factorial := Nat.cast_pos.mpr n.factorial_pos
    positivity
  · exact Finset.nonempty_iff_ne_empty.mpr fun h => hp (Polynomial.support_eq_empty.mp h)
```

`bargmann_self` writes the value as a real number embedded in $\mathbb C$. `bargmann_self_pos` then states that its real part is positive and its imaginary part zero. The sum runs over `p.support`, the exponents with nonzero coefficient, so every term is strictly positive. The hypothesis `hp` is used once, to show that this set is not empty. For $p=0$ the sum is empty and the value is $0$.

Pairing powers of $X$ gives the orthogonality of the number states:

```lean
/-- The powers of `X` are mutually orthogonal, and `⟨Xⁿ, Xⁿ⟩ = n!`. -/
theorem bargmann_X_pow (m n : ℕ) :
    bargmann (X ^ m) (X ^ n) = if m = n then (n.factorial : ℂ) else 0 := by
  rw [← monomial_one_right_eq_X_pow m, bargmann_monomial_left, coeff_X_pow]
  by_cases h : m = n
  · simp [h]
  · simp [h]
```

The normalised state with $n$ quanta is therefore $X^n/\sqrt{n!}$.

## Hermitian symmetry and adjointness of an arbitrary form

Now let $B$ be any form that is conjugate-linear in its first argument and linear in its second. Two conditions are imposed on it: Hermitian symmetry, $\overline{B(p,q)}=B(q,p)$, which makes every $B(p,p)$ real, and adjointness, $B(Xp,q)=B(p,q')$, which says that creation is the adjoint of annihilation.

Both conditions are needed to show that the vacuum is orthogonal to every multiple of $X$:
$$B(1,Xr)=\overline{B(Xr,1)}=\overline{B(r,1')}=\overline{B(r,0)}=0 .$$
Writing $q=q_0+Xr$ gives $B(1,q)=q_0\,B(1,1)$. Adjointness, applied $n$ times, moves $X^n$ across the form. The constant coefficient of the $n$-th derivative $q^{(n)}$ is $n!\,q_n$, so
$$B(X^n,q)=B(1,q^{(n)})=n!\,q_n\,B(1,1).$$
Summing with the conjugated coefficients of $p$ yields $B(p,q)=B(1,1)\,\langle p,q\rangle$. Hermitian symmetry at $p=q=1$ makes $c=B(1,1)$ real. Conversely, a real multiple of the Bargmann form inherits both properties.

```lean
/-- A sesquilinear form on polynomials is Hermitian and makes `X` adjoint to the derivative
exactly when it is a real multiple of the Bargmann form. -/
theorem hermitian_adjoint_iff (B : ℂ[X] →ₗ⋆[ℂ] ℂ[X] →ₗ[ℂ] ℂ) :
    ((∀ p q, conj (B p q) = B q p) ∧ (∀ p q, B (X * p) q = B p (derivative q))) ↔
      ∃ c : ℝ, B = (c : ℂ) • bargmannForm := by
  constructor
  · rintro ⟨hsymm, hadj⟩
    have const : ∀ a : ℂ, (monomial 0 a : ℂ[X]) = a • (1 : ℂ[X]) := fun a => by
      rw [smul_eq_C_mul, mul_one, monomial_zero_left]
    -- the constant 1 is orthogonal to every multiple of X
    have vac : ∀ q : ℂ[X], B 1 q = q.coeff 0 * B 1 1 := by
      intro q
      induction q using Polynomial.induction_on' with
      | add q r hq hr => rw [map_add, hq, hr, coeff_add, add_mul]
      | monomial n b =>
        cases n with
        | zero => rw [coeff_monomial, if_pos rfl, const, map_smul, smul_eq_mul]
        | succ n =>
          rw [← hsymm, ← X_mul_monomial, hadj, derivative_one, map_zero, map_zero]
          simp
    -- powers of X are moved across the form one at a time
    have mono : ∀ (n : ℕ) (a : ℂ) (q : ℂ[X]),
        B (monomial n a) q = B 1 1 * bargmann (monomial n a) q := by
      intro n a
      induction n with
      | zero =>
        intro q
        rw [bargmann_monomial_left, const, LinearMap.map_smulₛₗ, LinearMap.smul_apply,
          vac, smul_eq_mul, Nat.factorial_zero, Nat.cast_one]
        ring
      | succ n ih =>
        intro q
        rw [← X_mul_monomial, hadj, ih, creation_adjoint_annihilation]
    have all : ∀ p q : ℂ[X], B p q = B 1 1 * bargmann p q := by
      intro p q
      induction p using Polynomial.induction_on' with
      | add p r hp hr => rw [map_add, LinearMap.add_apply, hp, hr, bargmann_add_left, mul_add]
      | monomial n a => exact mono n a q
    have hreal : (((B 1 1).re : ℝ) : ℂ) = B 1 1 := Complex.conj_eq_iff_re.mp (hsymm 1 1)
    refine ⟨(B 1 1).re, LinearMap.ext fun p => LinearMap.ext fun q => ?_⟩
    rw [hreal]
    exact all p q
  · rintro ⟨c, rfl⟩
    have happ : ∀ p q : ℂ[X], ((c : ℂ) • bargmannForm) p q = (c : ℂ) * bargmann p q :=
      fun _ _ => rfl
    constructor
    · intro p q
      rw [happ, happ, map_mul, Complex.conj_ofReal, bargmann_conj_symm]
    · intro p q
      rw [happ, happ, creation_adjoint_annihilation]

end

end BargmannPolynomial
```

The two conditions stand to the left of `↔`; to the right, `c : ℝ` is the real factor. In the forward direction, `vac` is the formula for $B(1,q)$ and uses `hsymm` and `hadj` in the same order as the display above. The step `mono` replaces the $n$-th derivative by an induction on $n$: adjointness of $B$ lowers the power by one, the induction hypothesis applies to $q'$, and `creation_adjoint_annihilation` raises the power again. `all` extends the result to every $p$ by additivity, and `hreal` gives the reality of $B(1,1)$. The reverse direction uses `Complex.conj_ofReal`, the one place where the reality of $c$ matters for symmetry.

Without Hermitian symmetry, other forms appear. The form $\sum_n\overline{p_n}\,q^{(n)}(1)$ satisfies adjointness, but pairs $1$ with $X$ to give $1$, and $X$ with $1$ to give $0$. Without adjointness, $\sum_n\overline{p_n}\,q_n$ is Hermitian and is no multiple of the Bargmann form.

Positivity is not among the conditions on $B$, so $c$ may be zero or negative. Normalising the vacuum by $B(1,1)=1$ sets $c=1$ and selects the Bargmann form itself.

```lean
#print axioms BargmannPolynomial.bargmann_self_pos
#print axioms BargmannPolynomial.bargmann_X_pow
#print axioms BargmannPolynomial.hermitian_adjoint_iff
```

```
'BargmannPolynomial.bargmann_self_pos' depends on axioms: [propext, Classical.choice, Quot.sound]
'BargmannPolynomial.bargmann_X_pow' depends on axioms: [propext, Classical.choice, Quot.sound]
'BargmannPolynomial.hermitian_adjoint_iff' depends on axioms: [propext, Classical.choice, Quot.sound]
```
